# One-electron matrix elements between two determinants whose orbitals overlap only in pairs

Take two Slater determinants of N real spin orbitals, each with the usual prefactor 1/√(N!), where each orbital of one overlaps at most its own partner in the other. The theorem gives the matrix element of a one-electron operator between them as `∑ k, g k k * ∏ j ∈ Finset.univ.erase k, s j`. Here `s` holds the pair overlaps, which may be zero, and `g` is an arbitrary real matrix of one-electron integrals. The value is not divided by the overlap of the determinants, `∏ j, s j`. The proof keeps only the identity in the signed sum over permutations: any other permutation moves some index besides the one carrying the integral, so the remaining product contains an off-diagonal overlap, which is zero.

As first written in Lean, the proof fails:

```lean
import Mathlib

open Matrix

namespace CorrespondingOrbitals

noncomputable section

variable {n : Type*} [Fintype n] [DecidableEq n]

/-- One-electron matrix element between two determinants of nonorthogonal orbitals, as a signed
sum over permutations; `S` holds the orbital overlaps and `h` the one-electron integrals. -/
def oneBody (S h : Matrix n n ℝ) : ℝ :=
  ∑ p : Equiv.Perm n, ((Equiv.Perm.sign p : ℤ) : ℝ) *
    ∑ i, h i (p i) * ∏ j ∈ Finset.univ.erase i, S j (p j)

/-- For orbitals that overlap only in pairs, the matrix element is a single sum over pairs:
the integral of one pair times the overlaps of all the others. -/
theorem oneBody_diagonal (s : n → ℝ) (g : Matrix n n ℝ) :
    oneBody (diagonal s) g = ∑ k, g k k * ∏ j ∈ Finset.univ.erase k, s j := by
  unfold oneBody
  rw [Finset.sum_eq_single (1 : Equiv.Perm n)]
  · simp
  · intro p _ hp
    rw [Finset.sum_eq_zero, mul_zero]
    intro i _
    -- a permutation other than the identity moves some index besides `i`
    have hmove : ∃ j, j ≠ i ∧ p j ≠ j := by
      by_contra hc
      have hfix : ∀ j, j ≠ i → p j = j := fun j hj => by
        by_contra h0
        exact hc ⟨j, hj, h0⟩
      apply hp
      apply Equiv.ext
      intro j
      change p j = j
      by_cases hj : j = i
      · subst hj
        by_contra h0
        exact h0 (p.injective (hfix (p j) h0))
      · exact hfix j hj
    obtain ⟨j, hj, hpj⟩ := hmove
    rw [Finset.prod_eq_zero (Finset.mem_erase.2 ⟨hj, Finset.mem_univ j⟩)
      (Matrix.diagonal_apply_ne s (Ne.symm hpj)), mul_zero]
  · intro h0
    exact absurd (Finset.mem_univ _) h0

end

end CorrespondingOrbitals
```

Compiling this gives:

```
Main.lean:44:43: error: Application type mismatch: The argument
  hpj
has type
  p j ≠ j
but is expected to have type
  j ≠ ?m.172
in the application
  Ne.symm hpj
```

Cause. The message says that `Ne.symm` was given `p j ≠ j` where Lean expected `j ≠ ?m.172`. The inequality itself is the right one: the vanishing factor is `diagonal s j (p j)`, and `Ne.symm hpj` proves the required `j ≠ p j`.

The trouble is that `rw` elaborates its term before matching it with the goal, so `Finset.prod_eq_zero` did not yet know which function was being multiplied. Lean had to match an unknown function applied to `j` with an entry of `diagonal s`. It took the function to be a whole row, `diagonal s ?m.172`, which made `j` the column index instead of the row index. `Ne.symm` then needed an inequality with `j` on the left, and `hpj` has `p j` there.

In the repair, `h0` states the zero entry with both indices written out, and `hz` states the full product, so the function is fixed as `diagonal s x (p x)` in the variable `x`. The final `rw [hz, mul_zero]` then only has to replace that product by zero and simplify the multiplication.

Fix (accepted with no message):

```diff
@@ -41,6 +41,8 @@
       · exact hfix j hj
     obtain ⟨j, hj, hpj⟩ := hmove
-    rw [Finset.prod_eq_zero (Finset.mem_erase.2 ⟨hj, Finset.mem_univ j⟩)
-      (Matrix.diagonal_apply_ne s (Ne.symm hpj)), mul_zero]
+    have h0 : diagonal s j (p j) = 0 := Matrix.diagonal_apply_ne s (Ne.symm hpj)
+    have hz : ∏ x ∈ Finset.univ.erase i, diagonal s x (p x) = 0 :=
+      Finset.prod_eq_zero (Finset.mem_erase.2 ⟨hj, Finset.mem_univ j⟩) h0
+    rw [hz, mul_zero]
   · intro h0
     exact absurd (Finset.mem_univ _) h0
```
